# Closed-form bounce and Euclidean action for a unit-mass particle in a cubic metastable well

A particle sits in a shallow well with a barrier on one side and lower ground beyond it. At low temperature it can leave by tunnelling, and instanton theory takes the exponent of the escape rate from a trajectory in imaginary time: the bounce, which leaves the well, turns round on the far side of the barrier and comes back. What is the action of that trajectory?

For a cubic potential the answer in the zero-temperature limit is explicit. Let $x$ be the coordinate of a particle of unit mass, $\omega>0$ the frequency at the bottom of the well and $b>0$ the turning point, where the potential returns to its value at the well:

$$V(x)=\frac{\omega^2}{2}x^2\left(1-\frac{x}{b}\right).$$

On $[0,b]$ the potential reaches its maximum $V_0=2\omega^2b^2/27$ only at $x=2b/3$. With $t$ the imaginary time and primes on $x$ denoting derivatives in $t$, the bounce is $x(t)=b\,\mathrm{sech}^2(\omega t/2)$. It solves $x''=V'(x)$ with $x'^2/2=V(x)$, and its Euclidean action is

$$S=\int_{-\infty}^{\infty}\left(\frac{x'^2}{2}+V(x)\right)dt=2\int_0^b\sqrt{2V(x)}\,dx=\frac{36V_0}{5\omega}.$$

## A reference value for instanton optimisers

A code that finds instantons by optimising a discretised path can be tested against this value, for one coordinate and in the zero-temperature limit. Both the path and its action are known, so an error in the shape can be told apart from an error in the quadrature. The path is fixed only up to a shift in imaginary time, so the turning points must be aligned before the shapes are compared. The second equality also lets a code compare its sum over time slices with an integral over position.

Two conventions deserve attention. The factor 2 counts the way out and the way back, so a code that stores half of the path must double its action. For a particle of mass $m$ with coordinate $q$, the formulas apply to the mass-weighted coordinate $x=\sqrt m\,q$, and $b$ must be scaled in the same way.

## From the barrier top to the action

**Barrier.** Expanding the right-hand side confirms that

$$V_0-V(x)=\frac{\omega^2}{2b}\left(x-\frac{2b}{3}\right)^2\left(x+\frac b3\right).$$

On $[0,b]$ the last factor is positive. The difference is therefore non-negative, and it vanishes only at $x=2b/3$.

**Equation of motion.** Put $u=\tanh(\omega t/2)$. Then $u'=\frac{\omega}{2}(1-u^2)$ and $x=b(1-u^2)$, so

$$x'=-2buu'=-\omega b\,u(1-u^2)=-\omega xu,$$
$$x''=-\omega b(1-3u^2)u'=-\frac{\omega^2b}{2}(1-3u^2)(1-u^2).$$

The slope of the potential is $V'(x)=\omega^2x-3\omega^2x^2/(2b)$. Inserting $x=b(1-u^2)$ gives

$$V'(x)=\omega^2b(1-u^2)\left[1-\tfrac32(1-u^2)\right]=-\frac{\omega^2b}{2}(1-3u^2)(1-u^2),$$

which is $x''$. Since $1-x/b=u^2$, the potential along the path is $V(x)=\frac{\omega^2b^2}{2}u^2(1-u^2)^2=x'^2/2$. As $t\to\pm\infty$, $u^2\to1$ and $x\to0$.

**Integral over position.** On $[0,b]$ we have $\sqrt{2V}=\omega x\sqrt{1-x/b}$. Substitute $s=\sqrt{1-x/b}$, so that $x=b(1-s^2)$ and $dx=-2bs\,ds$:

$$2\int_0^b\sqrt{2V}\,dx=4\omega b^2\int_0^1(s^2-s^4)\,ds=4\omega b^2\left(\frac13-\frac15\right)=\frac{8\omega b^2}{15}.$$

Since $b^2=27V_0/(2\omega^2)$, this is $36V_0/(5\omega)$.

**Integral over time.** Because $V(x)=x'^2/2$ along the bounce, the integrand of the action is $x'^2=\omega^2b^2u^2(1-u^2)^2$. It is the time derivative of $2\omega b^2(u^3/3-u^5/5)$. With $U=\tanh(\omega T/2)$,

$$\int_{-T}^{T}x'^2\,dt=4\omega b^2\left(\frac{U^3}{3}-\frac{U^5}{5}\right)\longrightarrow\frac{8\omega b^2}{15}\qquad(T\to\infty).$$

**A distant turning point.** If $b\to\infty$ at fixed $\omega$, the potential at each fixed $x$ tends to the harmonic $\omega^2x^2/2$. The barrier recedes and grows, and the action diverges as $b^2$, as it should for a well with no way out.

## Barrier, bounce and action in Lean

```lean
import Mathlib

open Filter Topology Set

namespace CubicBounce

noncomputable section

/-- The cubic metastable potential `(ω²/2) x² (1 - x/b)`, for `b ≠ 0`. -/
def potential (ω b x : ℝ) : ℝ := ω ^ 2 / 2 * x ^ 2 * (1 - x / b)

/-- The barrier height `V₀ = 2 ω² b² / 27`. -/
def barrierHeight (ω b : ℝ) : ℝ := 2 * ω ^ 2 * b ^ 2 / 27

/-- The bounce trajectory `b sech²(ω t / 2)` in imaginary time. -/
def bounce (ω b t : ℝ) : ℝ := b / Real.cosh (ω * t / 2) ^ 2

/-- The velocity `-ω x(t) tanh(ω t / 2)` along the bounce. -/
def velocity (ω b t : ℝ) : ℝ := -ω * bounce ω b t * Real.tanh (ω * t / 2)

/-- On `[0, b]` the greatest value of the potential is `V₀`, and it is attained only at
`x = 2b/3`. -/
theorem barrier_top {ω b : ℝ} (hω : 0 < ω) (hb : 0 < b) :
    IsGreatest (potential ω b '' Icc 0 b) (barrierHeight ω b) ∧
      ∀ x ∈ Icc 0 b, potential ω b x = barrierHeight ω b → x = 2 * b / 3 := by
  -- the distance to the barrier top has a double zero at `2b/3`
  have hid : ∀ x, barrierHeight ω b - potential ω b x =
      ω ^ 2 / (2 * b) * (x - 2 * b / 3) ^ 2 * (x + b / 3) := by
    intro x
    unfold barrierHeight potential
    field_simp
    ring
  refine ⟨⟨⟨2 * b / 3, ⟨by positivity, by linarith⟩, ?_⟩, ?_⟩, ?_⟩
  · have h : barrierHeight ω b - potential ω b (2 * b / 3) = 0 := by
      rw [hid]
      ring
    linarith
  · rintro _ ⟨x, ⟨h0, _⟩, rfl⟩
    have h : 0 ≤ ω ^ 2 / (2 * b) * (x - 2 * b / 3) ^ 2 * (x + b / 3) := by positivity
    linarith [hid x]
  · rintro x ⟨h0, _⟩ hx
    have h := hid x
    rw [hx, sub_self] at h
    have hc : ω ^ 2 / (2 * b) ≠ 0 := by positivity
    rcases mul_eq_zero.1 h.symm with h | h
    · rcases mul_eq_zero.1 h with h | h
      · exact absurd h hc
      · have h' := (pow_eq_zero_iff two_ne_zero).1 h
        linarith
    · exfalso
      linarith

/-- The bounce written through the hyperbolic tangent: `x(t) = b (1 - tanh²(ω t / 2))`. -/
theorem bounce_eq_tanh (ω b t : ℝ) :
    bounce ω b t = b * (1 - Real.tanh (ω * t / 2) ^ 2) := by
  have hc : Real.cosh (ω * t / 2) ^ 2 ≠ 0 := pow_ne_zero 2 (Real.cosh_pos _).ne'
  have h : 1 - Real.tanh (ω * t / 2) ^ 2 = 1 / Real.cosh (ω * t / 2) ^ 2 := by
    rw [Real.tanh_eq_sinh_div_cosh, div_pow, eq_div_iff hc, sub_mul, div_mul_cancel₀ _ hc]
    linarith [Real.cosh_sq (ω * t / 2)]
  rw [h, bounce]
  ring

/-- The profile `u = tanh(ω t / 2)` obeys `u' = (ω/2)(1 - u²)`. -/
theorem hasDerivAt_profile (ω t : ℝ) :
    HasDerivAt (fun s => Real.tanh (ω * s / 2))
      (ω / 2 * (1 - Real.tanh (ω * t / 2) ^ 2)) t := by
  have h1 : ∀ y, HasDerivAt Real.tanh (1 - Real.tanh y ^ 2) y := by
    intro y
    have hc : Real.cosh y ≠ 0 := (Real.cosh_pos y).ne'
    have e : Real.tanh = fun y => Real.sinh y / Real.cosh y :=
      funext Real.tanh_eq_sinh_div_cosh
    rw [Real.tanh_eq_sinh_div_cosh y, e]
    refine ((Real.hasDerivAt_sinh y).fun_div (Real.hasDerivAt_cosh y) hc).congr_deriv ?_
    rw [div_pow, eq_sub_iff_add_eq, ← add_div, div_eq_one_iff_eq (pow_ne_zero 2 hc)]
    ring
  have h2 : HasDerivAt (fun s => ω * s / 2) (ω / 2) t :=
    (((hasDerivAt_id' t).const_mul ω).div_const 2).congr_deriv (by ring)
  have h3 : HasDerivAt (Real.tanh ∘ fun s => ω * s / 2)
      ((1 - Real.tanh (ω * t / 2) ^ 2) * (ω / 2)) t :=
    HasDerivAt.comp t (h1 (ω * t / 2)) h2
  rw [mul_comm (ω / 2)]
  exact h3

/-- The bounce stays in `(0, b]`, solves `x'' = V'(x)`, and has `x'²/2 = V(x)` at all times. -/
theorem bounce_solves {b : ℝ} (ω : ℝ) (hb : 0 < b) (t : ℝ) :
    bounce ω b t ∈ Ioc 0 b ∧
      HasDerivAt (bounce ω b) (velocity ω b t) t ∧
      HasDerivAt (velocity ω b) (deriv (potential ω b) (bounce ω b t)) t ∧
      velocity ω b t ^ 2 / 2 = potential ω b (bounce ω b t) := by
  have hu := hasDerivAt_profile ω t
  refine ⟨⟨div_pos hb (pow_pos (Real.cosh_pos _) 2),
    div_le_self hb.le (one_le_pow₀ (Real.one_le_cosh _))⟩, ?_, ?_, ?_⟩
  · have e : bounce ω b = fun s =>
        b * (1 - Real.tanh (ω * s / 2) * Real.tanh (ω * s / 2)) := by
      funext s
      rw [bounce_eq_tanh]
      ring
    rw [velocity, bounce_eq_tanh, e]
    exact (((hu.fun_mul hu).const_sub 1).const_mul b).congr_deriv (by ring)
  · -- the slope of the potential
    have hV : ∀ x, HasDerivAt (potential ω b) (ω ^ 2 * x - 3 * ω ^ 2 * x ^ 2 / (2 * b)) x := by
      intro x
      have e : potential ω b = fun y =>
          ω ^ 2 / 2 * (y * y) - ω ^ 2 / (2 * b) * (y * y * y) := by
        funext y
        unfold potential
        ring
      have hx := hasDerivAt_id' x
      rw [e]
      exact (((hx.fun_mul hx).const_mul (ω ^ 2 / 2)).fun_sub
        (((hx.fun_mul hx).fun_mul hx).const_mul (ω ^ 2 / (2 * b)))).congr_deriv (by ring)
    have e : velocity ω b = fun s => -(ω * b) * (Real.tanh (ω * s / 2) -
        Real.tanh (ω * s / 2) * Real.tanh (ω * s / 2) * Real.tanh (ω * s / 2)) := by
      funext s
      rw [velocity, bounce_eq_tanh]
      ring
    rw [(hV _).deriv, bounce_eq_tanh, e]
    refine ((hu.fun_sub ((hu.fun_mul hu).fun_mul hu)).const_mul (-(ω * b))).congr_deriv ?_
    field_simp
    ring
  · rw [velocity, potential, bounce_eq_tanh, mul_div_cancel_left₀ _ hb.ne']
    ring

/-- For `ω > 0` the profile `tanh(ω t / 2)` tends to `1` at late imaginary time. -/
theorem tendsto_profile {ω : ℝ} (hω : 0 < ω) :
    Tendsto (fun t => Real.tanh (ω * t / 2)) atTop (𝓝 1) := by
  have h : Tendsto Real.tanh atTop (𝓝 1) := by
    have hl : Tendsto (fun x : ℝ => 1 - Real.exp (-x)) atTop (𝓝 1) := by
      simpa using Real.tendsto_exp_neg_atTop_nhds_zero.const_sub 1
    -- squeeze between `1 - exp(-x)` and `1`
    refine tendsto_of_tendsto_of_tendsto_of_le_of_le hl tendsto_const_nhds ?_ ?_
    · intro x
      change 1 - Real.exp (-x) ≤ Real.tanh x
      rw [Real.tanh_eq_sinh_div_cosh, le_div_iff₀ (Real.cosh_pos x)]
      nlinarith [Real.exp_pos (-x), Real.one_le_cosh x, Real.cosh_sub_sinh x]
    · intro x
      change Real.tanh x ≤ 1
      rw [Real.tanh_eq_sinh_div_cosh, div_le_one (Real.cosh_pos x)]
      linarith [Real.exp_pos (-x), Real.cosh_sub_sinh x]
  exact h.comp ((tendsto_id.const_mul_atTop hω).atTop_div_const two_pos)

/-- The bounce tends to `x = 0` in the far past and in the far future. -/
theorem bounce_tendsto_well {ω : ℝ} (b : ℝ) (hω : 0 < ω) :
    Tendsto (bounce ω b) atBot (𝓝 0) ∧ Tendsto (bounce ω b) atTop (𝓝 0) := by
  have h : Tendsto (bounce ω b) atTop (𝓝 0) := by
    rw [funext (bounce_eq_tanh ω b)]
    simpa using (((tendsto_profile hω).pow 2).const_sub 1).const_mul b
  refine ⟨(h.comp tendsto_neg_atBot_atTop).congr fun t => ?_, h⟩
  -- the bounce is even in time
  change bounce ω b (-t) = bounce ω b t
  rw [bounce, bounce, show ω * -t / 2 = -(ω * t / 2) by ring, Real.cosh_neg]

/-- Twice the integral of `√(2V)` from the well to the turning point is `36 V₀ / (5 ω)`. -/
theorem abbreviated_action {ω b : ℝ} (hω : 0 < ω) (hb : 0 < b) :
    2 * ∫ x in (0 : ℝ)..b, Real.sqrt (2 * potential ω b x) =
      36 * barrierHeight ω b / (5 * ω) := by
  have hcont : Continuous (fun y : ℝ => -(2 * ω * b ^ 2) *
      (Real.sqrt (1 - y / b) ^ 3 / 3 - Real.sqrt (1 - y / b) ^ 5 / 5)) := by fun_prop
  have hint : Continuous (fun x => Real.sqrt (2 * potential ω b x)) := by
    unfold potential
    fun_prop
  have hF : ∀ x ∈ Ioo 0 b, HasDerivAt (fun y : ℝ => -(2 * ω * b ^ 2) *
      (Real.sqrt (1 - y / b) ^ 3 / 3 - Real.sqrt (1 - y / b) ^ 5 / 5))
      (Real.sqrt (2 * potential ω b x)) x := by
    intro x hx
    have hpos : 0 < 1 - x / b := by
      rw [sub_pos, div_lt_one hb]
      exact hx.2
    have hs0 : 0 < Real.sqrt (1 - x / b) := Real.sqrt_pos.2 hpos
    have hsq : Real.sqrt (1 - x / b) ^ 2 = 1 - x / b := Real.sq_sqrt hpos.le
    have hx' : x = b * (1 - Real.sqrt (1 - x / b) ^ 2) := by
      rw [hsq]
      linear_combination -(div_mul_cancel₀ x hb.ne')
    -- on the interval the momentum is `ω x √(1 - x/b)`
    have hp : Real.sqrt (2 * potential ω b x) = ω * x * Real.sqrt (1 - x / b) := by
      have h2 : 2 * potential ω b x = (ω * x * Real.sqrt (1 - x / b)) ^ 2 := by
        rw [mul_pow, hsq, potential]
        ring
      rw [h2, Real.sqrt_sq (mul_nonneg (mul_nonneg hω.le hx.1.le) hs0.le)]
    have hcancel : ∀ r : ℝ, r ≠ 0 → r * (-(1 / b) / (2 * r)) * b = -1 / 2 := by
      intro r hr
      field_simp
    obtain ⟨d, hd, hs⟩ : ∃ d, Real.sqrt (1 - x / b) * d * b = -1 / 2 ∧
        HasDerivAt (fun y => Real.sqrt (1 - y / b)) d x :=
      ⟨-(1 / b) / (2 * Real.sqrt (1 - x / b)), hcancel _ hs0.ne',
        (((hasDerivAt_id' x).div_const b).const_sub 1).sqrt hpos.ne'⟩
    rw [hp]
    refine ((((hs.fun_pow 3).div_const 3).fun_sub
      ((hs.fun_pow 5).div_const 5)).const_mul (-(2 * ω * b ^ 2))).congr_deriv ?_
    norm_num only
    linear_combination (-2 * ω * b * (Real.sqrt (1 - x / b) - Real.sqrt (1 - x / b) ^ 3)) * hd
      - ω * Real.sqrt (1 - x / b) * hx'
  have h1 : Real.sqrt (1 - b / b) = 0 := by rw [div_self hb.ne', sub_self, Real.sqrt_zero]
  have h0 : Real.sqrt (1 - 0 / b) = 1 := by rw [zero_div, sub_zero, Real.sqrt_one]
  rw [intervalIntegral.integral_eq_sub_of_hasDerivAt_of_le hb.le hcont.continuousOn hF
    (hint.intervalIntegrable _ _)]
  simp only [h1, h0]
  rw [barrierHeight, eq_div_iff (by positivity)]
  ring

/-- The Euclidean action of the bounce, the integral of `x'²/2 + V(x)` over all imaginary time
taken as a limit of symmetric intervals, equals twice the integral of `√(2V)` over `[0, b]`. -/
theorem euclidean_action {ω b : ℝ} (hω : 0 < ω) (hb : 0 < b) :
    Tendsto (fun T => ∫ t in (-T)..T,
        (velocity ω b t ^ 2 / 2 + potential ω b (bounce ω b t))) atTop
      (𝓝 (2 * ∫ x in (0 : ℝ)..b, Real.sqrt (2 * potential ω b x))) := by
  -- energy conservation turns the Lagrangian into `x'²`
  have hL : ∀ t, velocity ω b t ^ 2 / 2 + potential ω b (bounce ω b t) =
      velocity ω b t ^ 2 := fun t => by linarith [(bounce_solves ω hb t).2.2.2]
  have hv : Continuous (velocity ω b) :=
    continuous_iff_continuousAt.2 fun t => (bounce_solves ω hb t).2.2.1.continuousAt
  have hG : ∀ t, HasDerivAt (fun s => 2 * b ^ 2 * ω *
      (Real.tanh (ω * s / 2) ^ 3 / 3 - Real.tanh (ω * s / 2) ^ 5 / 5))
      (velocity ω b t ^ 2) t := by
    intro t
    have hu := hasDerivAt_profile ω t
    refine ((((hu.fun_pow 3).div_const 3).fun_sub
      ((hu.fun_pow 5).div_const 5)).const_mul (2 * b ^ 2 * ω)).congr_deriv ?_
    rw [velocity, bounce_eq_tanh]
    norm_num only
    ring
  have hlim := ((((tendsto_profile hω).pow 3).div_const 3).sub
    (((tendsto_profile hω).pow 5).div_const 5)).const_mul (4 * b ^ 2 * ω)
  have hval : 4 * b ^ 2 * ω * ((1 : ℝ) ^ 3 / 3 - 1 ^ 5 / 5) =
      36 * barrierHeight ω b / (5 * ω) := by
    rw [barrierHeight, eq_div_iff (by positivity)]
    ring
  rw [hval] at hlim
  rw [abbreviated_action hω hb]
  refine hlim.congr fun T => ?_
  simp only [hL]
  rw [intervalIntegral.integral_eq_sub_of_hasDerivAt (fun t _ => hG t)
    ((hv.pow 2).intervalIntegrable _ _), show ω * -T / 2 = -(ω * T / 2) by ring, Real.tanh_neg]
  ring

end

end CubicBounce
```

```lean
#print axioms CubicBounce.barrier_top
-- 'CubicBounce.barrier_top' depends on axioms: [propext, Classical.choice, Quot.sound]
#print axioms CubicBounce.bounce_tendsto_well
-- 'CubicBounce.bounce_tendsto_well' depends on axioms: [propext, Classical.choice, Quot.sound]
#print axioms CubicBounce.euclidean_action
-- 'CubicBounce.euclidean_action' depends on axioms: [propext, Classical.choice, Quot.sound]
```

## What is established for one coordinate at zero temperature

The definitions `potential`, `barrierHeight`, `bounce` and `velocity` are $V$, $V_0$, $x(t)$ and $-\omega x(t)\tanh(\omega t/2)$. All quantities are real numbers, the mass is one, and the energy is measured from the bottom of the well. The theorems on the barrier top and on the action assume $\omega>0$ and $b>0$, and the limits of the path at the ends of time need $\omega>0$.

`barrier_top` says that $V_0$ is the greatest element of the set of values of $V$ on the closed interval `Icc 0 b`, and that any point there with this value is $2b/3$. The proof establishes the factorisation above as `hid`. Positivity of the factors gives the bound, and the zero-product rule gives the location.

`bounce_solves` makes four statements at every time $t$:

- The position lies in $(0,b]$.
- `velocity` is the derivative of `bounce`.
- The derivative of `velocity` is `deriv (potential ω b)` at the current position, so the force is the actual slope of $V$ and not a separately supplied formula.
- The kinetic term $x'^2/2$ equals $V(x)$.

The theorem needs $b>0$ but allows any real $\omega$. At $\omega=0$ the potential is flat and the particle rests at $b$. The proof rewrites the path with `bounce_eq_tanh`, differentiates $u$ with `hasDerivAt_profile`, and leaves polynomial identities in $u$ for `ring`.

`bounce_tendsto_well` gives the limit $x\to0$ at both ends of time. It uses `tendsto_profile`, which squeezes $\tanh y$ between $1-e^{-y}$ and $1$, and then the evenness of the bounce.

`abbreviated_action` is the integral over position. Its proof differentiates the antiderivative $-2\omega b^2(s^3/3-s^5/5)$. The chain rule through the square root breaks down at $x=b$, where $s=0$, so the proof uses a form of the fundamental theorem of calculus that asks for continuity on the closed interval and a derivative only inside it. The step `hp` is the simplification $\sqrt{2V}=\omega x\sqrt{1-x/b}$, and `hd` carries the relation $s\,(ds/dx)\,b=-1/2$.

`euclidean_action` says that the integral of $x'^2/2+V(x)$ over $[-T,T]$ tends to twice the position integral as $T\to\infty$. In its proof `hL` turns the integrand into $x'^2$, `hG` supplies the antiderivative in $u$, and `hlim` takes the limit.

The action over all time is thus modelled as a limit of symmetric intervals. Another model is a single integral over the whole real line. That statement would include integrability and would let the two ends go to infinity independently; the value would be the same, because the integrand is non-negative.

The theorems verify that this path solves the equation of motion and tends to $x=0$ at both ends of time, but they do not show that it is the only non-constant path to do both, up to a shift in time. They also contain no decay rate: the exponential $e^{-S/\hbar}$, its fluctuation prefactor, friction and coupling to further coordinates all lie beyond them. At temperatures above zero but below $\hbar\omega/(2\pi k_B)$, with $k_B$ the Boltzmann constant, the instanton is a periodic orbit with a different action; at higher temperatures it has shrunk to the constant path at the barrier top. A code run at finite inverse temperature should therefore approach $36V_0/(5\omega)$ only as the temperature falls towards zero and the time step shrinks. Cutting the bounce off at $\pm T$ does not produce that periodic orbit.
